# Ratios of successive unnormalised Obara–Saika overlaps grow in magnitude like √i when the product centre is at least one standard deviation away

When the second of two unnormalised Gaussian basis functions is of s type, a table of their one-dimensional overlaps can be filled from the lowest entry by raising the power on the first function step by step. An estimate of how large each entry is relative to the one before helps to judge the range of values in the table. The bounds below supply it when the centre of the product Gaussian lies far enough from the centre of the basis function being raised.

Take the basis functions $(x-A)^i e^{-a(x-A)^2}$ and $e^{-b(x-B)^2}$ with $a,b>0$. Their product is a constant times $(x-A)^i e^{-p(x-P)^2}$, where $p=a+b$ is the total exponent and $P=(aA+bB)/p$ the product centre. Dividing by the overlap at $i=0$ removes the constant:

$$S_i=\sqrt{\frac p\pi}\int_{-\infty}^{\infty}(x-A)^i e^{-p(x-P)^2}\,dx .$$

Write $d=P-A$ for the signed displacement and $c=1/(2p)$. Then $\sqrt c$ is the standard deviation of the normalised product Gaussian, and $d\ge\sqrt c$ says that $P$ lies at least that far from $A$ on the positive side.

```lean
import Mathlib

open Filter Topology

namespace ObaraSaikaRatio

noncomputable section
```

## The recurrence in one index

Clearly $S_0=1$, and $S_1=d$ because $x-P$ averages to zero. For the higher orders, split one factor as $x-A=d+(x-P)$ and use

$$(x-P)e^{-p(x-P)^2}=-\frac1{2p}\frac{d}{dx}e^{-p(x-P)^2}.$$

Integrating by parts gives

$$S_{i+2}=d\,S_{i+1}+(i+1)c\,S_i .$$

The Lean function `S d c` takes this recurrence as its definition, for real `d` and `c` and a natural-number order. Its identification with the integral therefore rests on the integration by parts just given. Textbooks usually write $X_{PA}$ for $d$, $1/(2p)$ for $c$ and $S_{i0}$ for the overlap before division by $S_{00}$.

```lean
/-- One-dimensional overlaps generated by the Obara–Saika recurrence in one index, normalised to
`S 0 = 1`. Here `d` is the displacement of the product centre from the basis-function centre and
`c` is the inverse of twice the total exponent. -/
def S (d c : ℝ) : ℕ → ℝ
  | 0 => 1
  | 1 => d
  | i + 2 => d * S d c (i + 1) + ((i : ℝ) + 1) * c * S d c i
```

The quantity to be bounded is $r_i=S_{i+1}/S_i$, which has the dimension of length and is unaffected by the division by the overlap at $i=0$. The basis functions themselves are left unnormalised. Normalising each of them to unit self-overlap would multiply $r_i$ by $\sqrt{4a/(2i+1)}$, which cancels a growth like $\sqrt i$.

```lean
/-- The ratio of successive overlaps, `S (i+1) / S i`, meaningful where `S i` is nonzero. -/
def ratio (d c : ℝ) (i : ℕ) : ℝ := S d c (i + 1) / S d c i
```

The recurrence is restated as an equation for rewriting, and the first ratio is $r_0=S_1/S_0=d$.

```lean
lemma S_step (d c : ℝ) (i : ℕ) :
    S d c (i + 2) = d * S d c (i + 1) + ((i : ℝ) + 1) * c * S d c i := by
  rw [S]

lemma ratio_zero (d c : ℝ) : ratio d c 0 = d := by
  simp [ratio, S]
```

## Positive overlaps and a recurrence for the ratio

If $d>0$ and $c\ge0$, then $S_0=1$ and $S_1=d$ are positive. When $S_i$ and $S_{i+1}$ are positive, $S_{i+2}$ is the sum of a positive and a nonnegative term. The Lean proof recurses on the two preceding orders in the same way, and `positivity` judges the sum.

```lean
/-- For a positive displacement and nonnegative `c` all overlaps are positive. -/
theorem S_pos {d c : ℝ} (hc : 0 ≤ c) (hd : 0 < d) : ∀ i, 0 < S d c i
  | 0 => by simp [S]
  | 1 => by simpa [S] using hd
  | i + 2 => by
    have h1 := S_pos hc hd (i + 1)
    have h0 := S_pos hc hd i
    rw [S_step]
    positivity
```

Division by $S_{i+1}$ is now allowed, and it turns the three-term recurrence into

$$r_{i+1}=d+\frac{(i+1)c}{r_i}.$$

A large ratio is thus followed by a smaller correction to $d$, so an upper bound on one ratio yields a lower bound on the next, and conversely.

```lean
/-- For a positive displacement and nonnegative `c`, the three-term recurrence becomes a
two-term recurrence for the ratio of successive overlaps. -/
theorem ratio_succ {d c : ℝ} (hc : 0 ≤ c) (hd : 0 < d) (i : ℕ) :
    ratio d c (i + 1) = d + ((i : ℝ) + 1) * c / ratio d c i := by
  have h1 : S d c (i + 1) ≠ 0 := (S_pos hc hd (i + 1)).ne'
  have h : S d c (i + 1 + 1) = d * S d c (i + 1) + ((i : ℝ) + 1) * c * S d c i :=
    S_step d c i
  unfold ratio
  rw [h, div_div_eq_mul_div, add_div, mul_div_cancel_right₀ _ h1]
```

## The inequality that links the two bounds

Suppose $r_i\le d+s$ with $s=\sqrt{ic}$, and put $k=\sqrt c$. Since $(i+1)c=s^2+k^2$, the ratio recurrence gives

$$r_{i+1}\ge d+\frac{s^2+k^2}{d+s}=\frac{d^2+ds+s^2+k^2}{d+s}.$$

The lower bound wanted at order $i+1$ is $\sqrt{(i+2)c}=\sqrt{s^2+2k^2}$. Both sides are nonnegative, so they may be squared and multiplied by $(d+s)^2$. The difference is

$$(d^2+ds+s^2+k^2)^2-(s^2+2k^2)(d+s)^2=d^4+k^4+2d^2s^2+2ds(d^2-k^2).$$

Every term on the right is nonnegative when $s\ge0$ and $0<k\le d$. In Lean, `Real.sqrt_le_iff` performs the squaring, and `nlinarith` receives these nonnegative terms as hints.

```lean
/-- The algebraic inequality, for `0 ≤ s` and `0 < k ≤ d`, that carries an upper bound on one
ratio into a lower bound on the next. -/
theorem lower_step {d k s : ℝ} (hs : 0 ≤ s) (hk : 0 < k) (hd : k ≤ d) :
    √(s ^ 2 + 2 * k ^ 2) ≤ d + (s ^ 2 + k ^ 2) / (d + s) := by
  have hd0 : 0 < d := lt_of_lt_of_le hk hd
  have hne : d + s ≠ 0 := by positivity
  have e : d + (s ^ 2 + k ^ 2) / (d + s)
      = (d ^ 2 + d * s + s ^ 2 + k ^ 2) / (d + s) := by
    rw [eq_div_iff hne, add_mul, div_mul_cancel₀ _ hne]
    ring
  have hdk : 0 ≤ d ^ 2 - k ^ 2 := by nlinarith
  have h : 0 ≤ d * s * (d ^ 2 - k ^ 2) := mul_nonneg (by positivity) hdk
  rw [e, Real.sqrt_le_iff]
  refine ⟨by positivity, ?_⟩
  -- after clearing the denominator the difference is a sum of nonnegative terms
  rw [div_pow, le_div_iff₀ (by positivity)]
  nlinarith [h, sq_nonneg (d ^ 2), sq_nonneg (k ^ 2), sq_nonneg (d * s)]
```

## Both bounds by induction

For $c>0$ and $d\ge\sqrt c$, the claim at every order $i\ge0$ is

$$\sqrt{(i+1)c}\le r_i\le d+\sqrt{ic}.$$

At $i=0$ it reads $\sqrt c\le d\le d$. Assume it at order $i$. The upper half gives the next lower bound by the inequality above. The lower half gives

$$\frac{(i+1)c}{r_i}\le\frac{(i+1)c}{\sqrt{(i+1)c}}=\sqrt{(i+1)c},$$

and adding $d$ produces the next upper bound, $r_{i+1}\le d+\sqrt{(i+1)c}$.

In the theorem, `hc` and `hd` are the two conditions on $c$ and $d$, and the conjunction holds the two bounds. The induction carries them together because the step for each bound uses the other bound at the previous order. In the first `calc` chain, `gcongr` replaces $r_i$ in the denominator by its upper bound.

```lean
/-- Ratio bounds: if `c > 0` and the displacement is at least `√c`, the ratio of successive
overlaps lies between `√((i+1)c)` and `d + √(ic)`. -/
theorem ratio_bounds {d c : ℝ} (hc : 0 < c) (hd : √c ≤ d) (i : ℕ) :
    √(((i : ℝ) + 1) * c) ≤ ratio d c i ∧ ratio d c i ≤ d + √((i : ℝ) * c) := by
  have hk0 : 0 < √c := Real.sqrt_pos.mpr hc
  have hd0 : 0 < d := lt_of_lt_of_le hk0 hd
  induction i with
  | zero =>
    rw [ratio_zero]
    exact ⟨by simpa using hd, by simp⟩
  | succ n ih =>
    obtain ⟨lo, hi⟩ := ih
    have hr : 0 < ratio d c n := div_pos (S_pos hc.le hd0 _) (S_pos hc.le hd0 _)
    have hs : √((n : ℝ) * c) ^ 2 = n * c := Real.sq_sqrt (by positivity)
    have hk : √c ^ 2 = c := Real.sq_sqrt hc.le
    rw [ratio_succ hc.le hd0]
    constructor
    · -- the previous upper bound gives the new lower bound
      calc √((((n + 1 : ℕ) : ℝ) + 1) * c)
          = √(√((n : ℝ) * c) ^ 2 + 2 * √c ^ 2) := by
            rw [hs, hk]
            congr 1
            push_cast
            ring
        _ ≤ d + (√((n : ℝ) * c) ^ 2 + √c ^ 2) / (d + √((n : ℝ) * c)) :=
            lower_step (Real.sqrt_nonneg _) hk0 hd
        _ = d + ((n : ℝ) + 1) * c / (d + √((n : ℝ) * c)) := by
            rw [hs, hk]
            ring
        _ ≤ d + ((n : ℝ) + 1) * c / ratio d c n := by gcongr
    · -- the previous lower bound gives the new upper bound
      have hq : √(((n : ℝ) + 1) * c) * √(((n : ℝ) + 1) * c) = ((n : ℝ) + 1) * c :=
        Real.mul_self_sqrt (by positivity)
      have h : ((n : ℝ) + 1) * c / ratio d c n ≤ √(((n : ℝ) + 1) * c) := by
        rw [div_le_iff₀ hr]
        calc ((n : ℝ) + 1) * c = √(((n : ℝ) + 1) * c) * √(((n : ℝ) + 1) * c) := hq.symm
          _ ≤ √(((n : ℝ) + 1) * c) * ratio d c n :=
            mul_le_mul_of_nonneg_left lo (Real.sqrt_nonneg _)
      push_cast
      linarith
```

For a small instance at the threshold, measure lengths in bohr and take $p=1/2$ and $d=1$, so that $c=1$ and $d=\sqrt c$. The recurrence gives $S_0,\dots,S_5=1,1,2,4,10,26$.

| $i$ | lower bound | $r_i$ | upper bound |
|---|---|---|---|
| 0 | 1 | 1 | 1 |
| 1 | 1.414 | 2 | 2 |
| 2 | 1.732 | 2 | 2.414 |
| 3 | 2 | 2.5 | 2.732 |
| 4 | 2.236 | 2.6 | 3 |

The upper bound is attained at $i=0$ and $i=1$, and the lower one at $i=0$.

## The displacement condition at order zero

For fixed $c>0$, the lower bound holds at all orders exactly when $d\ge\sqrt c$. One direction has just been shown. For the other, the bound at $i=0$ is itself the statement $\sqrt c\le d$. The equivalence concerns the lower bound at every order together; it does not say how the ratios behave at high order for smaller displacements.

```lean
/-- For `c > 0`, the lower ratio bound holds at every order exactly when the displacement is
at least `√c`. -/
theorem lower_bound_iff {d c : ℝ} (hc : 0 < c) :
    (∀ i : ℕ, √(((i : ℝ) + 1) * c) ≤ ratio d c i) ↔ √c ≤ d := by
  constructor
  · intro h
    simpa [ratio_zero] using h 0
  · exact fun hd i => (ratio_bounds hc hd i).1
```

## The scaled ratio tends to the standard deviation

For $i\ge1$, dividing the bounds by $\sqrt i$ and using $(i+1)c\ge ic$ gives

$$\sqrt c\le\frac{r_i}{\sqrt i}\le\frac d{\sqrt i}+\sqrt c .$$

The right-hand side tends to $\sqrt c$, so the middle does too. The Lean statement says this with `Tendsto`: as `i` runs to infinity (`atTop`), the scaled ratio eventually enters and stays in every neighbourhood of `√c`. The proof is the same squeeze, with the inequalities required only for positive `i`.

The allowance $d/\sqrt i$ in the upper bound shrinks slowly, although the ratio itself may lie closer to its limit. With $d=\sqrt c$ the allowance falls to a tenth of the limit only at $i=100$, far above the angular momenta of ordinary basis sets. For those, the bounds at finite order are the more informative statement.

```lean
/-- If `c > 0` and the displacement is at least `√c`, the ratio of successive overlaps divided
by `√i` tends to `√c`. -/
theorem ratio_tendsto {d c : ℝ} (hc : 0 < c) (hd : √c ≤ d) :
    Tendsto (fun i : ℕ => ratio d c i / √(i : ℝ)) atTop (𝓝 (√c)) := by
  have hs : Tendsto (fun i : ℕ => √(i : ℝ)) atTop atTop :=
    Real.tendsto_sqrt_atTop.comp tendsto_natCast_atTop_atTop
  have hu : Tendsto (fun i : ℕ => d / √(i : ℝ) + √c) atTop (𝓝 (√c)) := by
    simpa using (hs.const_div_atTop d).add_const (√c)
  refine tendsto_of_tendsto_of_tendsto_of_le_of_le' tendsto_const_nhds hu ?_ ?_
  · filter_upwards [eventually_gt_atTop 0] with i hi
    have hp : 0 < √(i : ℝ) := Real.sqrt_pos.mpr (Nat.cast_pos.mpr hi)
    rw [le_div_iff₀ hp, mul_comm, ← Real.sqrt_mul (Nat.cast_nonneg i)]
    refine le_trans (Real.sqrt_le_sqrt ?_) (ratio_bounds hc hd i).1
    nlinarith
  · filter_upwards [eventually_gt_atTop 0] with i hi
    have hp : 0 < √(i : ℝ) := Real.sqrt_pos.mpr (Nat.cast_pos.mpr hi)
    have h := (ratio_bounds hc hd i).2
    rw [Real.sqrt_mul (Nat.cast_nonneg i)] at h
    rw [div_le_iff₀ hp, add_mul, div_mul_cancel₀ _ hp.ne']
    linarith
```

## Growth of the overlaps themselves

Squaring the lower bound gives $r_i^2\ge(i+1)c$. Since $S_{i+1}=r_iS_i$, an estimate $S_i^2\ge i!\,c^i$ passes to the next order:

$$S_{i+1}^2=r_i^2S_i^2\ge(i+1)c\cdot i!\,c^i=(i+1)!\,c^{i+1}.$$

It starts from $S_0^2=1$. In the instance above, $S_4^2=100$ against $4!=24$. The Lean induction multiplies the same two inequalities with `mul_le_mul`.

The overlap $S_i$ has the dimension of length to the power $i$, and its numerical value need not rise from the start. With $c=0.01$ bohr² and $d=0.1$ bohr the first five values are $1,\ 0.1,\ 0.02,\ 0.004,\ 0.001$. In electronic-structure codes the bound bears on the size of intermediate values relative to the lowest entry in a table of unnormalised overlaps, for one Cartesian direction with the second function of s type and $d\ge\sqrt c$. The theorems concern real numbers and make no statement about rounding errors.

```lean
/-- If `c > 0` and the displacement is at least `√c`, the squared overlap of order `i` is at
least `i! c^i`. -/
theorem factorial_growth {d c : ℝ} (hc : 0 < c) (hd : √c ≤ d) (i : ℕ) :
    (i.factorial : ℝ) * c ^ i ≤ S d c i ^ 2 := by
  have hd0 : 0 < d := lt_of_lt_of_le (Real.sqrt_pos.mpr hc) hd
  induction i with
  | zero => simp [S]
  | succ n ih =>
    have hr := (Real.sqrt_le_iff.mp (ratio_bounds hc hd n).1).2
    have hS : S d c (n + 1) = ratio d c n * S d c n :=
      (div_mul_cancel₀ _ (S_pos hc.le hd0 n).ne').symm
    calc ((n + 1).factorial : ℝ) * c ^ (n + 1)
        = (((n : ℝ) + 1) * c) * ((n.factorial : ℝ) * c ^ n) := by
          rw [Nat.factorial_succ]
          push_cast
          ring
      _ ≤ ratio d c n ^ 2 * S d c n ^ 2 :=
          mul_le_mul hr ih (by positivity) (by positivity)
      _ = S d c (n + 1) ^ 2 := by rw [hS, mul_pow]
```

## A product centre on the other side

Reflecting the line about $A$ changes $d$ to $-d$ and multiplies $(x-A)^i$ by $(-1)^i$, so

$$S_i(-d)=(-1)^iS_i(d).$$

From the recurrence, this holds at orders 0 and 1. At order $i+2$ the term $-d\,S_{i+1}(-d)$ gains the sign $(-1)^{i+2}$, and $S_i(-d)$ gains $(-1)^i$, which is the same sign. The identity needs no condition on $d$ or $c$.

```lean
/-- Reversing the displacement multiplies the overlap of order `i` by `(-1)^i`. -/
theorem S_reflect (d c : ℝ) : ∀ i, S (-d) c i = (-1) ^ i * S d c i
  | 0 => by simp [S]
  | 1 => by simp [S]
  | i + 2 => by
    rw [S_step (-d) c i, S_step d c i, S_reflect d c (i + 1), S_reflect d c i]
    ring
```

Successive overlaps therefore acquire opposite relative signs, and $r_i(-d)=-r_i(d)$. If $d\le-\sqrt c$, then $-d\ge\sqrt c$, and the earlier limit applied to $-d$ gives $r_i(d)/\sqrt i\to-\sqrt c$. The Lean proof first establishes the sign change of the ratio as `hneg`, then negates the limit already obtained.

```lean
/-- If `c > 0` and the displacement is at most `-√c`, the ratio of successive overlaps divided
by `√i` tends to `-√c`. -/
theorem ratio_tendsto_reflected {d c : ℝ} (hc : 0 < c) (hd : d ≤ -√c) :
    Tendsto (fun i : ℕ => ratio d c i / √(i : ℝ)) atTop (𝓝 (-√c)) := by
  have hneg : ∀ i, ratio (-d) c i = -ratio d c i := by
    intro i
    have h : ((-1 : ℝ)) ^ i ≠ 0 := pow_ne_zero _ (by norm_num)
    unfold ratio
    rw [S_reflect d c (i + 1), S_reflect d c i, pow_succ, mul_assoc, mul_div_mul_left _ _ h]
    ring
  refine (ratio_tendsto hc (d := -d) (by linarith)).neg.congr fun i => ?_
  rw [hneg]
  ring

end

end ObaraSaikaRatio
```

```lean
#print axioms ObaraSaikaRatio.lower_bound_iff
#print axioms ObaraSaikaRatio.ratio_tendsto
#print axioms ObaraSaikaRatio.factorial_growth
#print axioms ObaraSaikaRatio.ratio_tendsto_reflected
```

```
'ObaraSaikaRatio.lower_bound_iff' depends on axioms: [propext, Classical.choice, Quot.sound]
'ObaraSaikaRatio.ratio_tendsto' depends on axioms: [propext, Classical.choice, Quot.sound]
'ObaraSaikaRatio.factorial_growth' depends on axioms: [propext, Classical.choice, Quot.sound]
'ObaraSaikaRatio.ratio_tendsto_reflected' depends on axioms: [propext, Classical.choice, Quot.sound]
```
